# Windows minus overlaps is exact for a chain whose energy is a sum of fixed pair terms with finite range

I describe a chain by fixed numbers \(V(i,j)\), one for each pair of sites \(i\le j\), with the on-site terms \(V(i,i)\) included, and I take the energy of any stretch of it to be the sum of the \(V(i,j)\) inside that stretch. The couplings vanish for \(j-i>r\). I want the energy of the whole chain from fragments, so I slide a window of \(r+1\) consecutive sites along it, add up the window energies, and subtract the energies of the overlaps between neighbouring windows.

What bothers me is the counting. With \(r=2\), a site in the middle of the chain lies in three windows, and windows that aren't neighbours overlap too. Inclusion–exclusion would normally bring in those overlaps and the triple ones. Why may I stop after the neighbouring pairs, and what exactly do I lose if the couplings reach further than \(r\)?

## Each short-range pair is counted once

Your choice of fixed \(V(i,j)\) settles the matter: a pair contributes the same number to every fragment that contains it, so only the count matters. The windows that contain a given pair with \(j-i\le r\) are consecutive. If there are \(w\) of them, then \(w\ge 1\), and the pair lies in exactly \(w-1\) overlaps of neighbouring windows. Its net weight is \(w-(w-1)=1\), and nothing is left for higher overlaps to correct. A pair with \(j-i>r\) lies in no window and is missed altogether. What you lose is therefore the sum of the couplings beyond \(r\).

The same conclusion follows by growing the chain one site at a time, which also gives the error for arbitrary couplings. Write \([a,b)\) for the sites \(a,\dots,b-1\), and

\[
E[a,b)=\sum_{j=a}^{b-1}\sum_{i=a}^{j}V(i,j).
\]

Adding the site \(b\ge a\) at the right end adds its on-site term and its couplings to the interval:

\[
E[a,b+1)=E[a,b)+\sum_{i=a}^{b}V(i,b). \tag{1}
\]

A chain of \(m+r+1\) sites that starts at \(a\) has \(m+1\) windows and \(m\) neighbouring overlaps. Its fragment energy is

\[
F(a,m)=\sum_{k=0}^{m}E[a+k,\,a+k+r+1)-\sum_{k=0}^{m-1}E[a+k+1,\,a+k+r+1),
\]

and the couplings beyond distance \(r\) add up to

\[
L(a,m)=\sum_{k=0}^{m-1}\ \sum_{i=a}^{a+k}V(i,\,a+k+r+1).
\]

For every \(V\), whatever its range,

\[
E[a,\,a+m+r+1)=F(a,m)+L(a,m). \tag{2}
\]

For \(m=0\) there is one window, which is the whole chain, and \(L(a,0)=0\). For the step from \(m\) to \(m+1\), call the new site \(b=a+m+r+1\). By (1) the chain energy grows by \(\sum_{i=a}^{b}V(i,b)\). The fragment energy gains one window and one overlap, and by (1) again

\[
F(a,m+1)-F(a,m)=E[a+m+1,\,b+1)-E[a+m+1,\,b)=\sum_{i=a+m+1}^{b}V(i,b).
\]

The long-range sum grows by \(\sum_{i=a}^{a+m}V(i,b)\). The last two sums together make up the first, which proves (2). If the couplings vanish beyond \(r\), then \(L=0\) and the fragment energy is exact.

## Five sites worked through

Take \(r=2\) and five sites, with on-site terms 10, nearest-neighbour couplings −3 and second-neighbour couplings 1. The chain energy is \(5\cdot10-4\cdot3+3\cdot1=41\). A window of three sites has energy \(30-6+1=25\), and an overlap of two sites has \(20-3=17\). Three windows minus two overlaps give \(75-34=41\).

Now add a third-neighbour coupling of 0.5. The chain has two such pairs, so its energy rises to 42, while the fragment energy stays at 41. The difference of 1 is \(L(0,2)\).

## Exactness on every segment forces finite range

Suppose that \(E=F\) for every starting site \(a\) and every \(m\). Then (2) gives \(L(a,m)=0\) throughout, and the difference of \(L(a,m+1)\) and \(L(a,m)\) gives

\[
T(a,m):=\sum_{i=a}^{a+m}V(i,\,a+m+r+1)=0 .
\]

Let \(j>i+r\) and write \(j=i+m+r+1\). For \(m=0\), \(T(i,0)\) is the single coupling \(V(i,j)\). For \(m=n+1\), the sums \(T(i,n+1)\) and \(T(i+1,n)\) involve the same last site \(j\) and differ only by \(V(i,j)\). In both cases \(V(i,j)=0\).

Exactness for all chains that start at site 0 would not suffice. With \(r=0\), \(V(0,2)=1\), \(V(1,2)=-1\) and all other couplings zero, the errors cancel in each of those chains, but the segment made of sites 1 and 2 exposes them.

## Two fragment energies fix a uniform chain

If the couplings vanish beyond \(r\) and also satisfy \(V(i+1,j+1)=V(i,j)\), all windows have the energy \(E[0,r+1)\) and all overlaps have the energy \(E[0,r)\), so

\[
E[0,\,m+r+1)=(m+1)\,E[0,r+1)-m\,E[0,r).
\]

Each further site adds the same amount, \(E[0,r+1)-E[0,r)\). For \(r=0\) the overlaps are empty and the energy is \(m+1\) times one on-site term.

## What the Lean statements say

The couplings are a function `V : ℕ → ℕ → ℝ`, and `energy V a b` is \(E[a,b)\), with `Ico a b` as the half-open interval of sites. Only values with \(i\le j\) enter, so each pair is counted once and no symmetry of `V` is needed. If your Hamiltonian carries a factor ½ in front of a symmetric double sum over distinct sites, `V i j` is the full coupling of the pair. `fragmentEnergy V r a m` is \(F(a,m)\), and `longRange V r a m` is \(L(a,m)\).

The answer to your question is `chain_energy_eq_windows_sub_overlaps`. It takes a chain of sites \(0,\dots,N-1\) and has two hypotheses.

- `hN : r + 1 ≤ N` says that at least one window fits. For \(1\le N\le r\) the right-hand side would be an empty sum, whatever the on-site terms are. At \(N=r+1\) there is one window and no overlap.
- `hV` says that `V i j` vanishes when `i + r < j`, that is, when \(j-i>r\), and it asks this only for pairs inside the chain. Physically it stands for an interaction that is strictly cut off, as in a classical spin model with a few neighbour shells, where `V i j` is the energy of the pair in one fixed spin configuration. A bare Coulomb interaction between charged sites does not satisfy it once \(N>r+1\), and then (2) gives the error.

The equivalence `fragment_exact_iff` concerns all segments of at least \(r+1\) sites in the half-infinite chain of sites \(0,1,2,\dots\). In `uniform_chain_energy`, the hypothesis `hT` is translation invariance by one site.

For fragment methods in electronic structure, this shows that the windows-minus-overlaps bookkeeping is itself free of error when the energy is a sum of fixed pair terms on a chain and none of them reaches further than the \(r\) that sets the window size. In an actual fragment calculation each piece is solved separately, with its own density and perhaps with capped bonds, so its terms change from piece to piece. The theorems give no estimate of the error that this causes.

```lean
import Mathlib

open Finset

namespace OverlappingFragments

noncomputable section

/-- The energy of the interval of sites `a, …, b - 1`: the sum of `V i j` over all
`i ≤ j` in the interval, on-site terms `V i i` included. -/
def energy (V : ℕ → ℕ → ℝ) (a b : ℕ) : ℝ :=
  ∑ j ∈ Ico a b, ∑ i ∈ Ico a (j + 1), V i j

/-- The fragment energy of the chain of `m + r + 1` sites that starts at site `a`:
the sum over its `m + 1` windows of `r + 1` consecutive sites, minus the sum over the
`m` overlaps of neighbouring windows. -/
def fragmentEnergy (V : ℕ → ℕ → ℝ) (r a m : ℕ) : ℝ :=
  ∑ k ∈ range (m + 1), energy V (a + k) (a + k + r + 1)
    - ∑ k ∈ range m, energy V (a + k + 1) (a + k + r + 1)

/-- The sum of the couplings between sites more than `r` apart in the chain of
`m + r + 1` sites that starts at site `a`. -/
def longRange (V : ℕ → ℕ → ℝ) (r a m : ℕ) : ℝ :=
  ∑ k ∈ range m, ∑ i ∈ Ico a (a + k + 1), V i (a + k + r + 1)

/-- Adding the site `b` at the right end of an interval adds its on-site term and its
couplings to all sites of the interval. -/
theorem energy_succ (V : ℕ → ℕ → ℝ) {a b : ℕ} (hab : a ≤ b) :
    energy V a (b + 1) = energy V a b + ∑ i ∈ Ico a (b + 1), V i b := by
  unfold energy
  rw [Finset.sum_Ico_succ_top hab]

/-- For any pair couplings, the chain energy is the fragment energy plus the couplings
between sites more than `r` apart. -/
theorem energy_eq_fragment_add_longRange (V : ℕ → ℕ → ℝ) (r a m : ℕ) :
    energy V a (a + m + r + 1) = fragmentEnergy V r a m + longRange V r a m := by
  induction m with
  | zero => simp [fragmentEnergy, longRange]
  | succ m ih =>
    -- the new site joins the whole chain, and it joins the last overlap to form a window
    have h1 := energy_succ V (a := a) (b := a + m + r + 1) (by omega)
    have h2 := energy_succ V (a := a + m + 1) (b := a + m + r + 1) (by omega)
    -- its couplings split into those outside and those inside the new window
    have h3 : ∑ i ∈ Ico a (a + m + 1), V i (a + m + r + 1)
        + ∑ i ∈ Ico (a + m + 1) (a + m + r + 1 + 1), V i (a + m + r + 1)
        = ∑ i ∈ Ico a (a + m + r + 1 + 1), V i (a + m + r + 1) :=
      Finset.sum_Ico_consecutive (fun i => V i (a + m + r + 1)) (by omega) (by omega)
    have e1 : a + (m + 1) + r + 1 = a + m + r + 1 + 1 := by omega
    have e2 : a + (m + 1) = a + m + 1 := by omega
    unfold fragmentEnergy longRange at ih ⊢
    rw [Finset.sum_range_succ _ (m + 1),
      Finset.sum_range_succ (fun k => energy V (a + k + 1) (a + k + r + 1)) m,
      Finset.sum_range_succ (fun k => ∑ i ∈ Ico a (a + k + 1), V i (a + k + r + 1)) m,
      e1, e2]
    linarith

/-- On a chain of `N ≥ r + 1` sites whose couplings vanish beyond distance `r`, the energy
is the sum over windows of `r + 1` consecutive sites minus the sum over the overlaps of
neighbouring windows. -/
theorem chain_energy_eq_windows_sub_overlaps (V : ℕ → ℕ → ℝ) (r N : ℕ)
    (hN : r + 1 ≤ N) (hV : ∀ i j, j < N → i + r < j → V i j = 0) :
    energy V 0 N = ∑ k ∈ range (N - r), energy V k (k + r + 1)
      - ∑ k ∈ range (N - r - 1), energy V (k + 1) (k + r + 1) := by
  obtain ⟨m, rfl⟩ : ∃ m, N = m + r + 1 := ⟨N - (r + 1), by omega⟩
  -- every long-range coupling in the chain vanishes
  have hz : longRange V r 0 m = 0 := by
    unfold longRange
    refine Finset.sum_eq_zero fun k hk => Finset.sum_eq_zero fun i hi => ?_
    rw [Finset.mem_range] at hk
    rw [Finset.mem_Ico] at hi
    exact hV _ _ (by omega) (by omega)
  have h := energy_eq_fragment_add_longRange V r 0 m
  rw [show m + r + 1 - r - 1 = m by omega, show m + r + 1 - r = m + 1 by omega]
  simp only [fragmentEnergy, hz, zero_add, add_zero] at h
  exact h

/-- The fragment energy is exact for every chain segment of at least `r + 1` sites if and
only if all couplings beyond distance `r` vanish. -/
theorem fragment_exact_iff (V : ℕ → ℕ → ℝ) (r : ℕ) :
    (∀ a m, energy V a (a + m + r + 1) = fragmentEnergy V r a m) ↔
      ∀ i j, i + r < j → V i j = 0 := by
  constructor
  · intro h i j hij
    have hL : ∀ a m, longRange V r a m = 0 := by
      intro a m
      linarith [h a m, energy_eq_fragment_add_longRange V r a m]
    -- comparing chains that differ by their last site
    have hT : ∀ a m, ∑ i ∈ Ico a (a + m + 1), V i (a + m + r + 1) = 0 := by
      intro a m
      have h0 := hL a m
      have h1 := hL a (m + 1)
      unfold longRange at h0 h1
      rw [Finset.sum_range_succ, h0, zero_add] at h1
      exact h1
    obtain ⟨m, rfl⟩ : ∃ m, j = i + m + r + 1 := ⟨j - (i + r + 1), by omega⟩
    -- removing the first site as well isolates a single coupling
    have h1 := hT i m
    rw [Finset.sum_eq_sum_Ico_succ_bot (show i < i + m + 1 by omega)] at h1
    cases m with
    | zero => simpa using h1
    | succ n =>
      have h2 := hT (i + 1) n
      rw [show i + 1 + n = i + (n + 1) by omega] at h2
      linarith
  · intro hV a m
    have hz : longRange V r a m = 0 := by
      unfold longRange
      refine Finset.sum_eq_zero fun k _ => Finset.sum_eq_zero fun i hi => ?_
      rw [Finset.mem_Ico] at hi
      exact hV _ _ (by omega)
    rw [energy_eq_fragment_add_longRange, hz, add_zero]

/-- If the couplings are unchanged by a shift of one site, the energy of an interval is
unchanged by a shift of any number `k` of sites. -/
theorem energy_shift (V : ℕ → ℕ → ℝ) (hT : ∀ i j, V (i + 1) (j + 1) = V i j)
    (a b k : ℕ) : energy V (a + k) (b + k) = energy V a b := by
  have step : ∀ c d, energy V (c + 1) (d + 1) = energy V c d := by
    intro c d
    unfold energy
    rw [← Finset.sum_Ico_add']
    refine Finset.sum_congr rfl fun j _ => ?_
    rw [← Finset.sum_Ico_add']
    exact Finset.sum_congr rfl fun i _ => hT i j
  induction k with
  | zero => rfl
  | succ k ih => exact (step (a + k) (b + k)).trans ih

/-- In a translation-invariant chain with couplings of range `r`, the energy of
`m + r + 1` sites is `m + 1` times that of `r + 1` sites minus `m` times that of
`r` sites. -/
theorem uniform_chain_energy (V : ℕ → ℕ → ℝ) (r m : ℕ)
    (hT : ∀ i j, V (i + 1) (j + 1) = V i j) (hV : ∀ i j, i + r < j → V i j = 0) :
    energy V 0 (m + r + 1)
      = ((m : ℝ) + 1) * energy V 0 (r + 1) - (m : ℝ) * energy V 0 r := by
  have h := (fragment_exact_iff V r).2 hV 0 m
  -- all windows have one energy, and all overlaps have one energy
  have hw : ∀ k, energy V (0 + k) (0 + k + r + 1) = energy V 0 (r + 1) := by
    intro k
    rw [show 0 + k + r + 1 = r + 1 + k by omega]
    exact energy_shift V hT 0 (r + 1) k
  have ho : ∀ k, energy V (0 + k + 1) (0 + k + r + 1) = energy V 0 r := by
    intro k
    rw [show 0 + k + r + 1 = r + (k + 1) by omega]
    exact energy_shift V hT 0 r (k + 1)
  unfold fragmentEnergy at h
  rw [Finset.sum_congr rfl fun k _ => hw k, Finset.sum_congr rfl fun k _ => ho k,
    Finset.sum_const, Finset.sum_const, Finset.card_range, Finset.card_range,
    nsmul_eq_mul, nsmul_eq_mul, show 0 + m + r + 1 = m + r + 1 by omega] at h
  push_cast at h
  exact h

end

end OverlappingFragments
```

```lean
#print axioms OverlappingFragments.chain_energy_eq_windows_sub_overlaps
#print axioms OverlappingFragments.uniform_chain_energy
```

```
'OverlappingFragments.chain_energy_eq_windows_sub_overlaps' depends on axioms: [propext, Classical.choice, Quot.sound]
'OverlappingFragments.uniform_chain_energy' depends on axioms: [propext, Classical.choice, Quot.sound]
```

## From the added site to the Lean proofs

`energy_succ` is equation (1). After unfolding `energy`, it splits the last term off the outer sum.

`energy_eq_fragment_add_longRange` is equation (2), by induction on `m`. The case `zero` is the single window. In the case `succ`, `h1` applies (1) to the whole chain, and `h2` applies it to the last overlap, which the new site turns into a window. `h3` splits the couplings of the new site at `a + m + 1` into those outside and those inside the new window. The rewrites with `Finset.sum_range_succ` separate the last window, the last overlap and the last long-range term from their sums, and `linarith` combines the equations as in the step above.

`chain_energy_eq_windows_sub_overlaps` writes \(N=m+r+1\), which `hN` permits. The step `hz` shows that the long-range sum is zero because each of its terms meets the conditions of `hV`, and equation (2) with `a = 0` then gives the result.

In `fragment_exact_iff`, the forward direction follows the argument with \(T\): `hL` is \(L=0\), the inner `hT` is \(T=0\), and `cases m` separates the single coupling from the comparison of \(T(i,n+1)\) with \(T(i+1,n)\). The reverse direction makes the long-range sum vanish term by term and uses (2).

`energy_shift` first proves invariance under a shift by one site, by re-indexing both sums, and then repeats it `k` times by induction. `uniform_chain_energy` uses it in `hw` for the windows and in `ho` for the overlaps. The two sums then have constant terms, and counting these gives the factors \(m+1\) and \(m\).

## Terms with more than two sites

The same counting handles three-body and higher terms. A cluster of sites lies inside an interval exactly when its leftmost and rightmost sites do. Let \(V(i,j)\) be the sum of all terms whose leftmost site is \(i\) and whose rightmost site is \(j\). The energy of an interval then has the form used above, and windows minus overlaps is exact if no term spans a distance greater than \(r\). This regrouping is done here in prose only; the Lean file starts from a given two-index `V`.
